# Emission weight of a core hole with uniform intersite coherence on a finite ring

On a finite ring of `N ≥ 1` sites, a core hole is given coherence 1 on each site with itself and the same real value `x` between any two different sites. The emission weight at integer momentum label `k` is the double sum of these coherences times the Bloch phases exp(2πik(R − S)/N), divided by N². The theorem says that this weight equals (1 − x)/N for every `k`, with an additional `x` when `N` divides `k`. The proof splits the coherences into a constant part, whose double sum factorises into two sums of Bloch phases, and a diagonal part, which should sum to N(1 − x); orthogonality of the phases then gives the result.

In Lean, a first try:

```lean
import Mathlib

open Finset

namespace EmissionWeightSiteCoherence

noncomputable section

/-- The Bloch phase `exp(2πi n/N)` on a ring of `N` sites, for `N ≥ 1`. -/
def blochPhase (N : ℕ) (n : ℤ) : ℂ :=
  Complex.exp (2 * Real.pi * Complex.I * n / N)

/-- Core-hole site coherences: `1` on the same site and `x` between different sites. -/
def siteCoherence (N : ℕ) (x : ℝ) (R S : Fin N) : ℂ :=
  x + (1 - x) * (if R = S then 1 else 0)

/-- The emission weight at momentum label `k` for a core hole with site coherences `C`,
on a ring of `N ≥ 1` sites. -/
def emissionWeight {N : ℕ} (C : Fin N → Fin N → ℂ) (k : ℤ) : ℂ :=
  1 / (N : ℂ) ^ 2 *
    ∑ R : Fin N, ∑ S : Fin N, C R S * blochPhase N (k * (((R : ℕ) : ℤ) - ((S : ℕ) : ℤ)))

/-- Bloch phases multiply when their labels add. -/
theorem blochPhase_add (N : ℕ) (a b : ℤ) :
    blochPhase N (a + b) = blochPhase N a * blochPhase N b := by
  simp only [blochPhase]
  rw [← Complex.exp_add]
  congr 1
  push_cast
  ring

/-- On a non-empty ring, a Bloch phase is one exactly when `N` divides its label. -/
theorem blochPhase_eq_one_iff (N : ℕ) [NeZero N] (n : ℤ) :
    blochPhase N n = 1 ↔ (N : ℤ) ∣ n := by
  have hN : (N : ℂ) ≠ 0 := Nat.cast_ne_zero.2 (NeZero.ne N)
  rw [blochPhase, Complex.exp_eq_one_iff]
  constructor
  · rintro ⟨c, hc⟩
    refine ⟨c, ?_⟩
    rw [div_eq_iff hN] at hc
    have h : (n : ℂ) = N * c := by
      apply mul_left_cancel₀ Complex.two_pi_I_ne_zero
      linear_combination hc
    exact_mod_cast h
  · rintro ⟨c, rfl⟩
    refine ⟨c, ?_⟩
    rw [div_eq_iff hN]
    push_cast
    ring

/-- Orthogonality on a non-empty ring: the Bloch phases of label `m` summed over all sites give
`N` if `N` divides `m`, and cancel otherwise. -/
theorem sum_blochPhase (N : ℕ) [NeZero N] (m : ℤ) :
    ∑ j : Fin N, blochPhase N (m * ((j : ℕ) : ℤ)) = if (N : ℤ) ∣ m then (N : ℂ) else 0 := by
  have hpow : ∀ j : ℕ, blochPhase N (m * (j : ℤ)) = blochPhase N m ^ j := by
    intro j
    simp only [blochPhase]
    rw [← Complex.exp_nat_mul]
    congr 1
    push_cast
    ring
  simp only [hpow]
  rw [Fin.sum_univ_eq_sum_range (fun j => blochPhase N m ^ j) N]
  split_ifs with h
  · rw [(blochPhase_eq_one_iff N m).2 h]
    simp
  · -- a geometric sum whose ratio is a non-trivial N-th root of unity
    have h1 : blochPhase N m ≠ 1 := fun e => h ((blochPhase_eq_one_iff N m).1 e)
    have hr : blochPhase N m ^ N = 1 := by
      rw [← hpow]
      exact (blochPhase_eq_one_iff N _).2 (dvd_mul_left _ _)
    have hg := geom_sum_mul (blochPhase N m) N
    rw [hr, sub_self] at hg
    exact (mul_eq_zero.1 hg).resolve_right (sub_ne_zero.2 h1)

/-- For a core hole with the same coherence `x` between any two different sites (and `1` on the
diagonal), the emission weight on a non-empty ring is a coherent peak of weight `x` at the labels
divisible by `N`, on top of a momentum-independent background `(1 - x)/N`. -/
theorem emissionWeight_siteCoherence (N : ℕ) [NeZero N] (x : ℝ) (k : ℤ) :
    emissionWeight (siteCoherence N x) k =
      x * (if (N : ℤ) ∣ k then 1 else 0) + (1 - x) / N := by
  have hN : (N : ℂ) ≠ 0 := Nat.cast_ne_zero.2 (NeZero.ne N)
  have h0 : blochPhase N 0 = 1 := by simp [blochPhase]
  -- the coherent part factorises, the incoherent part is diagonal
  have hsplit : ∀ R S : Fin N,
      siteCoherence N x R S * blochPhase N (k * (((R : ℕ) : ℤ) - ((S : ℕ) : ℤ))) =
        x * (blochPhase N (k * ((R : ℕ) : ℤ)) * blochPhase N (-k * ((S : ℕ) : ℤ))) +
          (if R = S then (1 - x : ℂ) else 0) := by
    intro R S
    rw [← blochPhase_add, show k * ((R : ℕ) : ℤ) + -k * ((S : ℕ) : ℤ) =
      k * (((R : ℕ) : ℤ) - ((S : ℕ) : ℤ)) by ring]
    unfold siteCoherence
    split_ifs with h
    · subst h
      rw [sub_self, mul_zero, h0]
      ring
    · ring
  have hsum : ∑ R : Fin N, ∑ S : Fin N,
      siteCoherence N x R S * blochPhase N (k * (((R : ℕ) : ℤ) - ((S : ℕ) : ℤ))) =
        x * ((∑ R : Fin N, blochPhase N (k * ((R : ℕ) : ℤ))) *
          ∑ S : Fin N, blochPhase N (-k * ((S : ℕ) : ℤ))) + N * (1 - x) := by
    simp only [hsplit, sum_add_distrib]
    congr 1
    · rw [sum_mul_sum, mul_sum]
      refine sum_congr rfl fun R _ => ?_
      rw [mul_sum]
    · simp
  rw [emissionWeight, hsum, sum_blochPhase, sum_blochPhase]
  simp only [dvd_neg]
  split_ifs <;> field_simp <;> ring

end

end EmissionWeightSiteCoherence
```

The compiler's answer:

```
Main.lean:107:4: error: unsolved goals
case e_a
N : ℕ
inst✝ : NeZero N
x : ℝ
k : ℤ
hN : ↑N ≠ 0
h0 : blochPhase N 0 = 1
hsplit :
  ∀ (R S : Fin N),
    siteCoherence N x R S * blochPhase N (k * (↑↑R - ↑↑S)) =
      ↑x * (blochPhase N (k * ↑↑R) * blochPhase N (-k * ↑↑S)) + if R = S then 1 - ↑x else 0
⊢ ↑N - ↑N * ↑x = ↑N * (1 - ↑x)
```

Diagnosis. The error lies in the diagonal part of `hsum`, where the double sum of `if R = S then 1 - x else 0` has to equal `N * (1 - x)`. `simp` does evaluate the sum, but it arrives at the multiplied-out form `↑N - ↑N * ↑x`, while the right-hand side stays factored as `↑N * (1 - ↑x)`. The two are equal by distributivity, but `simp` does not take that last step here, so the bullet ends with the goal unsolved. The added `ring` proves exactly this identity.

The other change is mere tidying, as Lean reported no error at the last line. There `<;> ring` ran `ring` on every goal left by `field_simp`. In the repaired file a single `ring` on its own line finishes the proof, so only one goal is left at that point.

After these edits no error is left:

```diff
@@ -106,7 +106,9 @@
       rw [mul_sum]
     · simp
+      ring
   rw [emissionWeight, hsum, sum_blochPhase, sum_blochPhase]
   simp only [dvd_neg]
-  split_ifs <;> field_simp <;> ring
+  split_ifs <;> field_simp
+  ring
 
 end
```
